# The Simon–Stolz criterion: if $\sum 1/\|P_n\|^2$ diverges, no nonzero solution of the chain equation is square-summable

Take a half-infinite tight-binding chain with real on-site energies $V_1, V_2, \dots$, hopping equal to one between neighbours, and a real energy $E$. An amplitude $u_0, u_1, u_2, \dots$ solves the chain equation if

$$u_{n+1} + u_{n-1} + V_n u_n = E\,u_n \qquad (n \ge 1).$$

I use the one-site matrices and their ordered products

$$A_j = \begin{pmatrix} E - V_j & -1 \\ 1 & 0 \end{pmatrix}, \qquad P_n = A_n \cdots A_1, \qquad P_0 = 1,$$

and $\|P\|$ is the largest factor by which $P$ stretches the Euclidean length $|x|$ of a vector $x$ in the plane.

The claim I would like to trust is that slow growth of the transfer matrix excludes a normalisable state: if $\sum_n 1/\|P_n\|^2 = \infty$, then no solution other than $u = 0$ has $\sum_n |u_n|^2 < \infty$. My difficulty is that $\|P_n\|$ bounds how much a solution can grow, while the claim is about how fast a solution can decay. How does an upper bound on the matrix turn into a lower bound on the solution, and can the whole argument be machine-checked in Lean for complex amplitudes and an arbitrary real potential?

## Unit determinant turns a growth bound into a decay bound

The claim holds as you state it, with no condition on the real sequence $V$ beyond the divergence of the series. The link you are missing is $\det P_n = 1$: an area-preserving map of the plane that shrinks one direction by some factor must stretch another by at least that factor. Vectors $x = (x_0, x_1)$ have their components numbered 0 and 1, as in Lean.

The first step is the determinant. For one site, $\det A_j = (E - V_j)\cdot 0 - (-1)\cdot 1 = 1$, and $P_{n+1} = A_{n+1} P_n$ gives $\det P_n = 1$ for all $n \ge 0$ by induction.

The second step is propagation. The chain equation at site $n+1$ reads $u_{n+2} = (E - V_{n+1})\,u_{n+1} - u_n$, which is the upper row of

$$A_{n+1}\begin{pmatrix} u_{n+1} \\ u_n \end{pmatrix} = \begin{pmatrix} u_{n+2} \\ u_{n+1} \end{pmatrix}, \qquad\text{so that}\qquad P_n \begin{pmatrix} u_1 \\ u_0 \end{pmatrix} = \begin{pmatrix} u_{n+1} \\ u_n \end{pmatrix}.$$

The third step uses the Wronskian $W(x,z) = x_0 z_1 - x_1 z_0$ of two real vectors. Multiplying out gives $W(Px, Pz) = \det P \cdot W(x,z)$ for any real $2\times 2$ matrix $P$, so $W$ is conserved when $\det P = 1$. Given $x$, let $z = (-x_1, x_0)$ be its quarter turn, which has $|z| = |x|$ and $W(x,z) = x_0^2 + x_1^2 = |x|^2$. Write $Px = (a,b)$ and $Pz = (c,d)$. The identity $(a^2+b^2)(c^2+d^2) = (ad-bc)^2 + (ac+bd)^2$ and the defining bound $|Pz|^2 \le \|P\|^2 |z|^2$ give

$$|x|^4 = (ad - bc)^2 \le |Px|^2\,|Pz|^2 \le |Px|^2\,\|P\|^2\,|x|^2 .$$

Dividing by $|x|^2$ when $x \neq 0$, and trivially when $x = 0$,

$$|x|^2 \le \|P\|^2\,|Px|^2 .$$

This is the lower bound on $|Px|$ you asked for. With $x = (1,1)$ it also shows $\|P_n\| > 0$, since otherwise $2 \le 0$.

The fourth step is a comparison of series. Let $u$ be a real nonzero solution and $s = u_1^2 + u_0^2$. If $s$ were zero, propagation would make every $u_n$ zero, so $s > 0$. The last inequality with $x = (u_1, u_0)$ and $P = P_n$ becomes

$$\frac{1}{\|P_n\|^2} \le \frac{u_{n+1}^2 + u_n^2}{s}.$$

If $\sum_n u_n^2$ were finite, the right side would sum to at most $2\sum_n u_n^2 / s$, and $\sum_n 1/\|P_n\|^2$ would converge, against the hypothesis.

For complex $u$, the coefficients $E$ and $V_n$ are real, so $\operatorname{Re} u$ and $\operatorname{Im} u$ solve the same equation separately. At least one of them is nonzero, and its square is at most $|u_n|^2$ term by term, so the real case applies to it.

A usable sufficient condition follows. If $\|P_n\|^2 \le C(n+1)$ for a constant $C$ and all $n \ge 0$, then $1/(n+1) \le C/\|P_n\|^2$, and the series diverges because the harmonic series does. The bound says that the norm of the transfer matrix grows no faster than the square root of the chain length, with $\sqrt{C}$ as prefactor, which includes the case of bounded $P_n$.

For non-interacting electrons on a single-orbital chain with uniform nearest-neighbour hopping, this means that an energy at which the series diverges carries no normalisable stationary state, whatever condition is put on $(u_0, u_1)$ at the end of the chain.

## The free chain at $E = 1$ and at the band edge

Take $V = 0$ and $E = 1$. Then

$$P_1 = \begin{pmatrix} 1 & -1 \\ 1 & 0 \end{pmatrix}, \qquad P_2 = \begin{pmatrix} 0 & -1 \\ 1 & -1 \end{pmatrix}, \qquad P_3 = -1 .$$

Both $P_1^{T}P_1$ and $P_2^{T}P_2$, with $T$ the transpose, have trace 3 and determinant 1, so $\|P_1\|^2 = \|P_2\|^2 = (3+\sqrt5)/2 \approx 2.618$. The terms $1/\|P_n\|^2$ for $n = 0, 1, 2, \dots$ are $1,\ 0.382,\ 0.382$, repeated with period three, and their sum diverges. The solution with $u_0 = 0$, $u_1 = 1$ runs $0, 1, 1, 0, -1, -1, 0, \dots$ and has $s = 1$. The comparison reads $1 \le 1$, $0.382 \le 2$, $0.382 \le 1$ for $n = 0, 1, 2$. The Wronskian step at $n = 1$ has $x = (1,0)$, $z = (0,1)$, $P_1 x = (1,1)$, $P_1 z = (-1,0)$, and $W = 1\cdot 0 - 1\cdot(-1) = 1 = |x|^2$.

At $E = 2$ and $V = 0$ the first column of $P_n$ is $(n+1, n)$, so $1/\|P_n\|^2 \le 1/(n+1)^2$ and the series converges. The solutions are $u_n = \alpha + \beta n$ with constants $\alpha, \beta$, and none of them is square-summable except zero. The criterion is therefore silent at this energy although its conclusion is true there; it is a sufficient condition and has no converse. Both examples are ordinary arithmetic done here in the prose, and neither is among the theorems below.

## How the Lean objects carry the chain

`siteMatrix E V j` is $A_j$ and `transfer E V n` is $P_n$, defined by the recursion $P_0 = 1$, $P_{n+1} = A_{n+1}P_n$ with the new site multiplied on the left. The potential has type `ℕ → ℝ`; its value `V 0` is never used, since the first factor is $A_1$. It need not be bounded. `opNorm P` turns the matrix into a continuous linear map on `EuclideanSpace ℝ (Fin 2)` and takes the norm of that map, which is the Euclidean stretching factor $\|P\|$.

`IsSolution E V u` is the chain equation with the index shifted: Lean's `n` runs from 0 and the equation is imposed at site `n + 1`, which avoids subtraction on natural numbers. No equation is imposed at site 0, so $u_0$ and $u_1$ are free and no boundary condition is fixed. In the vector `![u 1, u 0]` component 0 is $u_1$ and component 1 is $u_0$. The hopping is $+1$. A chain with hopping $-t$, $t \ne 0$, site energies $\varepsilon_n$ and energy $E'$ is brought to this form by $V_n = -\varepsilon_n/t$, $E = -E'/t$.

The theorem `simon_stolz` says: for real $E$, $V$, $u$, if the sequence $1/\|P_n\|^2$ is not `Summable` (`hdiv`), $u$ solves the equation (`hu`) and $u$ is not the zero sequence (`hne`), then $u_n^2$ is not `Summable`. For nonnegative terms, failing to be summable means that the partial sums go to infinity. Both sums start at $n = 0$, which adds one finite term and does not affect convergence. Lean reads $1/0$ as $0$, but `opNorm_transfer_pos` shows that no denominator in `hdiv` vanishes, so every term is a true reciprocal.

`simon_stolz_complex` is the same statement for `u : ℕ → ℂ` with $|u_n|^2$ written `‖u n‖ ^ 2`, while $E$, $V$ and $P_n$ stay real. `not_summable_of_sqrt_growth` replaces `hdiv` by the growth bound `hC`. `divergence_witness` proves `hdiv` for $V = 0$, $E = 0$, so the criterion applies to at least that chain.

In the Lean criteria the divergence, or the growth bound, is a hypothesis, and the only case in which the code derives it is $V = 0$ at $E = 0$. The statements concern one energy at a time, scalar amplitudes on a half-line, and constant hopping. No Hamiltonian operator or spectrum is defined, and nothing is said about the type of spectrum at $E$, about conductance, or about the continuum Schrödinger equation.

```lean
import Mathlib

open Matrix

namespace SimonStolz

noncomputable section

/-- One-site transfer matrix `A_j = [[E - V_j, -1], [1, 0]]` at energy `E`. -/
def siteMatrix (E : ℝ) (V : ℕ → ℝ) (j : ℕ) : Matrix (Fin 2) (Fin 2) ℝ :=
  !![E - V j, -1; 1, 0]

/-- Transfer matrix across `n` sites, `P_n = A_n ⋯ A_1`, with `P_0 = 1`. -/
def transfer (E : ℝ) (V : ℕ → ℝ) : ℕ → Matrix (Fin 2) (Fin 2) ℝ
  | 0 => 1
  | n + 1 => siteMatrix E V (n + 1) * transfer E V n

/-- Operator norm of a real 2×2 matrix acting on the Euclidean plane. -/
def opNorm (P : Matrix (Fin 2) (Fin 2) ℝ) : ℝ :=
  ‖Matrix.toEuclideanCLM (n := Fin 2) (𝕜 := ℝ) P‖

/-- The tight-binding equation `u_(m+1) + u_(m-1) + V_m u_m = E u_m` at every site
`m = n + 1 ≥ 1`, for a real amplitude `u`. -/
def IsSolution (E : ℝ) (V : ℕ → ℝ) (u : ℕ → ℝ) : Prop :=
  ∀ n, u (n + 2) + u n + V (n + 1) * u (n + 1) = E * u (n + 1)

/-- Every transfer matrix `P_n` has determinant one. -/
theorem det_transfer (E : ℝ) (V : ℕ → ℝ) (n : ℕ) : (transfer E V n).det = 1 := by
  induction n with
  | zero => simp [transfer]
  | succ n ih =>
    rw [transfer, det_mul, ih]
    simp [siteMatrix, det_fin_two]

/-- For a solution `u`, the matrix `P_n` carries `(u_1, u_0)` to `(u_(n+1), u_n)`. -/
theorem transfer_mulVec {E : ℝ} {V u : ℕ → ℝ} (hu : IsSolution E V u) (n : ℕ) :
    transfer E V n *ᵥ ![u 1, u 0] = ![u (n + 1), u n] := by
  induction n with
  | zero => simp [transfer]
  | succ n ih =>
    have h : u (n + 1 + 1) + u n + V (n + 1) * u (n + 1) = E * u (n + 1) := hu n
    rw [transfer, ← mulVec_mulVec, ih]
    ext i
    fin_cases i
    · simp [siteMatrix, mulVec, dotProduct, Fin.sum_univ_two]
      linarith
    · simp [siteMatrix, mulVec, dotProduct, Fin.sum_univ_two]

/-- Forward bound `|P x|² ≤ ‖P‖² |x|²`, written in components. -/
theorem forward_bound (P : Matrix (Fin 2) (Fin 2) ℝ) (x : Fin 2 → ℝ) :
    (P *ᵥ x) 0 ^ 2 + (P *ᵥ x) 1 ^ 2 ≤ opNorm P ^ 2 * (x 0 ^ 2 + x 1 ^ 2) := by
  have hn : ∀ y : EuclideanSpace ℝ (Fin 2), ‖y‖ ^ 2 = y 0 ^ 2 + y 1 ^ 2 := by
    intro y
    rw [EuclideanSpace.norm_eq, Real.sq_sqrt (by positivity)]
    simp [Fin.sum_univ_two]
  have h := (Matrix.toEuclideanCLM (n := Fin 2) (𝕜 := ℝ) P).le_opNorm (WithLp.toLp 2 x)
  have h2 := pow_le_pow_left₀ (norm_nonneg _) h 2
  rw [mul_pow, hn, hn] at h2
  exact h2

/-- A matrix of determinant one conserves the Wronskian `x_0 z_1 - x_1 z_0` of two vectors. -/
theorem wronskian_conserved {P : Matrix (Fin 2) (Fin 2) ℝ} (h : P.det = 1)
    (x z : Fin 2 → ℝ) :
    (P *ᵥ x) 0 * (P *ᵥ z) 1 - (P *ᵥ x) 1 * (P *ᵥ z) 0 = x 0 * z 1 - x 1 * z 0 := by
  rw [det_fin_two] at h
  simp only [mulVec, dotProduct, Fin.sum_univ_two]
  linear_combination (x 0 * z 1 - x 1 * z 0) * h

/-- Backward bound for determinant one: `|x|² ≤ ‖P‖² |P x|²`. -/
theorem backward_bound {P : Matrix (Fin 2) (Fin 2) ℝ} (h : P.det = 1) (x : Fin 2 → ℝ) :
    x 0 ^ 2 + x 1 ^ 2 ≤ opNorm P ^ 2 * ((P *ᵥ x) 0 ^ 2 + (P *ᵥ x) 1 ^ 2) := by
  -- Cauchy-Schwarz on the Wronskian, then division by s
  have key : ∀ a b c d s N : ℝ, 0 ≤ s → a * d - b * c = s → c ^ 2 + d ^ 2 ≤ N ^ 2 * s →
      s ≤ N ^ 2 * (a ^ 2 + b ^ 2) := by
    intro a b c d s N hs hW hB
    rcases hs.eq_or_lt with h0 | hpos
    · rw [← h0]
      positivity
    · refine le_of_mul_le_mul_right ?_ hpos
      calc s * s = (a * d - b * c) ^ 2 := by rw [hW]; ring
        _ ≤ (a ^ 2 + b ^ 2) * (c ^ 2 + d ^ 2) := by nlinarith [sq_nonneg (a * c + b * d)]
        _ ≤ (a ^ 2 + b ^ 2) * (N ^ 2 * s) := mul_le_mul_of_nonneg_left hB (by positivity)
        _ = N ^ 2 * (a ^ 2 + b ^ 2) * s := by ring
  -- z is x turned by a quarter turn: same length, Wronskian |x|²
  obtain ⟨z, z0, z1⟩ : ∃ z : Fin 2 → ℝ, z 0 = -x 1 ∧ z 1 = x 0 := ⟨![-x 1, x 0], rfl, rfl⟩
  have hW := wronskian_conserved h x z
  have hB := forward_bound P z
  rw [z0, z1] at hW hB
  refine key _ _ ((P *ᵥ z) 0) ((P *ᵥ z) 1) _ _ (by positivity) ?_ ?_
  · rw [hW]; ring
  · exact hB.trans_eq (by ring)

/-- The norm of every transfer matrix `P_n` is strictly positive. -/
theorem opNorm_transfer_pos (E : ℝ) (V : ℕ → ℝ) (n : ℕ) : 0 < opNorm (transfer E V n) := by
  have h0 : 0 ≤ opNorm (transfer E V n) := norm_nonneg _
  rcases h0.eq_or_lt with h | h
  · have hb := backward_bound (det_transfer E V n) (fun _ => 1)
    rw [← h] at hb
    norm_num at hb
  · exact h

/-- Simon-Stolz criterion: if `∑ 1/‖P_n‖²` diverges, no nonzero real solution at energy `E`
is square-summable. -/
theorem simon_stolz {E : ℝ} {V u : ℕ → ℝ}
    (hdiv : ¬ Summable fun n => 1 / opNorm (transfer E V n) ^ 2)
    (hu : IsSolution E V u) (hne : u ≠ 0) : ¬ Summable fun n => u n ^ 2 := by
  intro hs
  -- a nonzero solution has nonzero initial data
  have hpos : 0 < u 1 ^ 2 + u 0 ^ 2 := by
    by_contra hc
    have h1 : u 1 = 0 := by nlinarith [sq_nonneg (u 1), sq_nonneg (u 0)]
    have h0 : u 0 = 0 := by nlinarith [sq_nonneg (u 1), sq_nonneg (u 0)]
    apply hne
    funext n
    have h : (transfer E V n *ᵥ ![u 1, u 0]) 1 = u n := congrFun (transfer_mulVec hu n) 1
    rw [← h, h1, h0]
    simp [mulVec, dotProduct, Fin.sum_univ_two]
  have hs1 : Summable fun n => u (n + 1) ^ 2 :=
    (summable_nat_add_iff (f := fun n => u n ^ 2) 1).mpr hs
  -- comparison 1/‖P_n‖² ≤ (u_(n+1)² + u_n²) / (u_1² + u_0²)
  refine hdiv (Summable.of_nonneg_of_le (fun n => by positivity) (fun n => ?_)
    ((hs1.add hs).div_const (u 1 ^ 2 + u 0 ^ 2)))
  have hb := backward_bound (det_transfer E V n) ![u 1, u 0]
  rw [transfer_mulVec hu n] at hb
  have hb' : u 1 ^ 2 + u 0 ^ 2 ≤
      opNorm (transfer E V n) ^ 2 * (u (n + 1) ^ 2 + u n ^ 2) := hb
  rw [div_le_div_iff₀ (pow_pos (opNorm_transfer_pos E V n) 2) hpos]
  linarith

/-- Simon-Stolz criterion for complex amplitudes: if `∑ 1/‖P_n‖²` diverges, no nonzero
complex solution has `∑ |u_n|²` finite. -/
theorem simon_stolz_complex {E : ℝ} {V : ℕ → ℝ} {u : ℕ → ℂ}
    (hdiv : ¬ Summable fun n => 1 / opNorm (transfer E V n) ^ 2)
    (hu : ∀ n, u (n + 2) + u n + (V (n + 1) : ℂ) * u (n + 1) = (E : ℂ) * u (n + 1))
    (hne : u ≠ 0) : ¬ Summable fun n => ‖u n‖ ^ 2 := by
  intro hs
  -- real and imaginary parts are real solutions
  have hre : IsSolution E V fun n => (u n).re := fun n => by
    simpa using congrArg Complex.re (hu n)
  have him : IsSolution E V fun n => (u n).im := fun n => by
    simpa using congrArg Complex.im (hu n)
  have hn : ∀ n, ‖u n‖ ^ 2 = (u n).re ^ 2 + (u n).im ^ 2 := fun n => by
    rw [Complex.sq_norm, Complex.normSq_apply]; ring
  by_cases hr : (fun n => (u n).re) = 0
  · have hi : (fun n => (u n).im) ≠ 0 := fun hi =>
      hne (funext fun n => Complex.ext (congrFun hr n) (congrFun hi n))
    refine simon_stolz hdiv him hi
      (Summable.of_nonneg_of_le (fun n => sq_nonneg _) (fun n => ?_) hs)
    linarith [hn n, sq_nonneg (u n).re]
  · refine simon_stolz hdiv hre hr
      (Summable.of_nonneg_of_le (fun n => sq_nonneg _) (fun n => ?_) hs)
    linarith [hn n, sq_nonneg (u n).im]

/-- If `‖P_n‖² ≤ C (n + 1)` for all `n`, no nonzero complex solution is square-summable. -/
theorem not_summable_of_sqrt_growth {E C : ℝ} {V : ℕ → ℝ} {u : ℕ → ℂ}
    (hC : ∀ n : ℕ, opNorm (transfer E V n) ^ 2 ≤ C * ((n : ℝ) + 1))
    (hu : ∀ n, u (n + 2) + u n + (V (n + 1) : ℂ) * u (n + 1) = (E : ℂ) * u (n + 1))
    (hne : u ≠ 0) : ¬ Summable fun n => ‖u n‖ ^ 2 := by
  refine simon_stolz_complex (fun hs => ?_) hu hne
  -- comparison with the harmonic series
  apply Real.not_summable_one_div_natCast
  refine (summable_nat_add_iff (f := fun n : ℕ => 1 / (n : ℝ)) 1).mp ?_
  refine Summable.of_nonneg_of_le (fun n => by positivity) (fun n => ?_) (hs.mul_left C)
  have hp := pow_pos (opNorm_transfer_pos E V n) 2
  push_cast
  rw [mul_one_div, div_le_div_iff₀ (by positivity) hp]
  linarith [hC n]

/-- For the free chain `V = 0` at energy `E = 0` the series `∑ 1/‖P_n‖²` diverges. -/
theorem divergence_witness :
    ¬ Summable fun n => 1 / opNorm (transfer 0 (fun _ => 0) n) ^ 2 := by
  have hn : ∀ y : EuclideanSpace ℝ (Fin 2), ‖y‖ ^ 2 = y 0 ^ 2 + y 1 ^ 2 := by
    intro y
    rw [EuclideanSpace.norm_eq, Real.sq_sqrt (by positivity)]
    simp [Fin.sum_univ_two]
  -- each step is a quarter turn, so lengths are preserved
  have hp : ∀ (n : ℕ) (x : Fin 2 → ℝ), (transfer 0 (fun _ => 0) n *ᵥ x) 0 ^ 2 +
      (transfer 0 (fun _ => 0) n *ᵥ x) 1 ^ 2 = x 0 ^ 2 + x 1 ^ 2 := by
    intro n x
    induction n with
    | zero => simp [transfer]
    | succ n ih =>
      rw [transfer, ← mulVec_mulVec, ← ih]
      generalize transfer 0 (fun _ => 0) n *ᵥ x = y
      simp [siteMatrix, mulVec, dotProduct, Fin.sum_univ_two]
      ring
  have hle : ∀ n, opNorm (transfer 0 (fun _ => 0) n) ≤ 1 := by
    intro n
    refine ContinuousLinearMap.opNorm_le_bound _ zero_le_one (fun x => ?_)
    rw [one_mul]
    refine le_of_eq ((sq_eq_sq₀ (norm_nonneg _) (norm_nonneg _)).mp ?_)
    rw [hn, hn]
    exact hp n x.ofLp
  intro hs
  have h : (1 : ℝ) ≤ 0 := ge_of_tendsto' hs.tendsto_atTop_zero (fun n => by
    have hpos := opNorm_transfer_pos 0 (fun _ => 0) n
    rw [le_div_iff₀ (pow_pos hpos 2), one_mul]
    exact pow_le_one₀ hpos.le (hle n))
  linarith

end

end SimonStolz
```

```lean
#print axioms SimonStolz.simon_stolz
-- 'SimonStolz.simon_stolz' depends on axioms: [propext, Classical.choice, Quot.sound]
#print axioms SimonStolz.not_summable_of_sqrt_growth
-- 'SimonStolz.not_summable_of_sqrt_growth' depends on axioms: [propext, Classical.choice, Quot.sound]
```

## How the tactics follow the derivation

`det_transfer` is the induction of the first step: `det_mul` splits $\det(A_{n+1}P_n)$, and `det_fin_two` evaluates $\det A_{n+1}$. `transfer_mulVec` is the second step. After `mulVec_mulVec` and the induction hypothesis, the goal is $A_{n+1}(u_{n+1}, u_n) = (u_{n+2}, u_{n+1})$; component 0 is the chain equation, closed by `linarith` from `hu n`, and component 1 is an identity.

`forward_bound` squares the inequality `le_opNorm`, $|Px| \le \|P\|\,|x|$, and uses `hn` to write each squared length as a sum of two squares. In `wronskian_conserved`, `linear_combination` multiplies $\det P = 1$ by $W(x,z)$, which is the relation $W(Px,Pz) = \det P\cdot W(x,z)$.

`backward_bound` isolates the third step as a statement `key` about six real numbers, with `a b` the components of $Px$, `c d` those of $Pz$, `s` for $|x|^2$ and `N` for $\|P\|$. The `calc` block is the chain of inequalities for $|x|^4$; the hint `sq_nonneg (a * c + b * d)` supplies the term dropped from the two-squares identity, and `le_of_mul_le_mul_right` is the division by $s > 0$. The rest builds the quarter turn `z` and feeds in the Wronskian and the forward bound. `opNorm_transfer_pos` applies the result to $(1,1)$.

In `simon_stolz`, `hpos` is $s > 0$, obtained by reading component 1 of `transfer_mulVec` with zero initial data. `hs1` shifts the summable sequence by one site, `Summable.of_nonneg_of_le` is the comparison test against $(u_{n+1}^2 + u_n^2)/s$, and `div_le_div_iff₀` clears the two positive denominators so that the termwise inequality is `hb'`.

`simon_stolz_complex` takes real and imaginary parts of `hu` to get `hre` and `him`, and splits on whether $\operatorname{Re} u$ vanishes identically. If it does, $\operatorname{Im} u$ is nonzero; in either case the chosen part is compared with $|u_n|^2$ through `hn`. The corollary compares $1/(n+1)$ with $C/\|P_n\|^2$ and contradicts `Real.not_summable_one_div_natCast` after a shift by one.

For the witness, $A_j$ at $V = 0$, $E = 0$ sends $(y_0, y_1)$ to $(-y_1, y_0)$, so `hp` shows that $P_n$ preserves length and `hle` concludes $\|P_n\| \le 1$. Every term of the series is then at least 1, while the terms of a summable series tend to zero, which would force $1 \le 0$.

## Stating it for an operator on $\ell^2$

The same physics can be phrased with a Hamiltonian $H$ on the space $\ell^2$ of square-summable sequences $(u_1, u_2, \dots)$, acting by $(Hu)_n = u_{n+1} + u_{n-1} + V_n u_n$ with $u_0 = 0$, and with the conclusion that $E$ is not an eigenvalue of $H$. That version is closer to the language of quantum mechanics, and it asks for more choices: a boundary condition at the end of the chain, and either a bounded $V$ or an explicit domain for an unbounded $H$. An eigenvector extended by $u_0 = 0$ would be a nonzero square-summable solution, so the inequality doing the work would be the same. The sequence form used here leaves $(u_0, u_1)$ free and $V$ unrestricted, at the price of not mentioning eigenvalues in the statement.
